# The Hubbard dimer's site-occupation functional lies within 2t below U|n − 1|

## Two electrons without hopping

Put two electrons in a spin singlet on two sites, and let two electrons on the same site cost an energy \(U\ge 0\). Let \(x\) and \(y\) be the real amplitudes for both electrons on site 1 and both on site 2, and \(z\) the amplitude for the covalent singlet, with one electron on each site. Without hopping, the energy is \(U(x^2+y^2)\).

Now prescribe the mean number \(n\) of electrons on site 1. For a normalised state

\[
n = 2x^2+z^2 = 1+x^2-y^2 .
\]

An imbalance \(n-1\) therefore requires double occupancy \(x^2+y^2\ge|n-1|\). Equality holds when at most one of the two doubly occupied configurations appears. For \(0\le n\le2\) the least energy is \(U|n-1|\), which has a kink at \(n=1\) if \(U>0\).

## Hopping lowers the energy by at most 2t

With hopping amplitude \(t\ge 0\), the singlet Hamiltonian is

\[
H=\begin{pmatrix}U&0&-\sqrt2\,t\\0&U&-\sqrt2\,t\\-\sqrt2\,t&-\sqrt2\,t&0\end{pmatrix}.
\]

Let \(F(n)\) be the least energy over real normalised singlets with occupation \(n\). For \(0\le n\le2\) the minimum is attained, and

\[
U|n-1|-2t\;\le\;F(n)\;\le\;U|n-1| .
\]

In lattice density-functional theory, an approximation to \(F(n)\), the sum of hopping and interaction energy, can be tested for this two-site, two-electron model against this band of width \(2t\).

In the Lean file, `v 0`, `v 1`, `v 2` are \(x,y,z\), and `energy t U v` is the quadratic form of `dimerH t U`. The set `admissible n` imposes normalisation and \(2x^2+z^2=n\). `siteFunctional t U n` is defined as an infimum, and `IsLeast` in `siteFunctional_bounds` says that some admissible state attains it. The hypotheses `ht`, `hU`, `h0`, `h2` are \(t\ge0\), \(U\ge0\), \(0\le n\) and \(n\le2\).

The model has equivalent sites, a fixed total of two electrons and real amplitudes. The fractional quantity is the occupation of one site, not the total charge.

## Completing squares and choosing a trial state

Expanding the quadratic form gives

\[
E=U(x^2+y^2)-2\sqrt2\,t\,z(x+y).
\]

For the hopping term, normalisation gives

\[
\left(x-\tfrac{z}{\sqrt2}\right)^2+\left(y-\tfrac{z}{\sqrt2}\right)^2
=1-\sqrt2\,z(x+y).
\]

The left side is non-negative, so \(\sqrt2\,z(x+y)\le1\), and hopping lowers the energy by at most \(2t\). Together with \(|n-1|=|x^2-y^2|\le x^2+y^2\), this gives the lower bound for every admissible state.

For the upper bound, take

\[
(x,y,z)=
\begin{cases}
(\sqrt{n-1},\,0,\,\sqrt{2-n}), & 1\le n\le2,\\
(0,\,\sqrt{1-n},\,\sqrt n), & 0\le n\le1.
\end{cases}
\]

Both states are normalised and have occupation \(n\) and double occupancy \(|n-1|\). Since \(z(x+y)\ge0\), their hopping energy is not positive, so \(E\le U|n-1|\).

These states also show that the admissible set is non-empty. It is closed and bounded, and the energy is continuous, so the minimum exists.

## The kink at strong coupling

Dividing by \(U>0\) gives

\[
|n-1|-\frac{2t}{U}\le\frac{F(n)}U\le|n-1|,
\]

so \(F(n)/U\to|n-1|\) as \(U\to\infty\) at fixed \(t\).

At finite \(U\), compare chords of length \(d\), with \(0<d\le1\), on the two sides of \(n=1\). From \(F(1\pm d)\ge Ud-2t\) and \(F(1)\le0\),

\[
\frac{F(1+d)-F(1)}d-\frac{F(1)-F(1-d)}d
\ge 2U-\frac{4t}{d}.
\]

This guarantees a positive difference only for \(d>2t/U\) when \(U>0\). It does not establish a jump of the derivative at finite \(U\) and \(t>0\).

Both bounds can be attained. At \(U=0\), \(n=1\), the bonding state \((1/2,1/2,\sqrt2/2)\) has energy \(-2t\). At \(n=2\), the constraints force \(y=z=0\) and \(x^2=1\), so \(F(2)=U\).

## Numbers for t = 1, U = 10

At \(n=3/2\) the bounds read \(3\le F\le5\). The trial state \((1/\sqrt2,\,0,\,1/\sqrt2)\) has energy

\[
10\cdot\tfrac12-2\sqrt2\cdot\tfrac12=5-\sqrt2\approx3.59,
\]

so \(F(3/2)\) lies between 3 and about 3.59. For \(d=1/2\), the chord slopes differ by at least \(20-8=12\).

## An attractive interaction breaks the lower bound

Take \(U=-1\), \(t=0\), \(n=1\). The state \((1/\sqrt2,\,1/\sqrt2,\,0)\) is admissible and has energy \(-1\), whereas the lower bound would require at least \(0\). Attraction rewards double occupancy beyond what the imbalance demands.

## The Lean file

```lean
import Mathlib

open Matrix Filter Topology

namespace HubbardDimerKink

noncomputable section

/-- The singlet Hamiltonian of the symmetric Hubbard dimer, in the basis
(both electrons on site 1, both electrons on site 2, covalent singlet). -/
def dimerH (t U : ℝ) : Matrix (Fin 3) (Fin 3) ℝ :=
  !![U, 0, -(Real.sqrt 2 * t);
     0, U, -(Real.sqrt 2 * t);
     -(Real.sqrt 2 * t), -(Real.sqrt 2 * t), 0]

/-- The quadratic form of `dimerH t U` at the real amplitudes `v`; for normalised `v` it is the
energy expectation value. -/
def energy (t U : ℝ) (v : Fin 3 → ℝ) : ℝ := v ⬝ᵥ (dimerH t U *ᵥ v)

/-- The normalised real singlets with a mean number `n` of electrons on site 1. -/
def admissible (n : ℝ) : Set (Fin 3 → ℝ) :=
  {v | v 0 ^ 2 + v 1 ^ 2 + v 2 ^ 2 = 1 ∧ 2 * v 0 ^ 2 + v 2 ^ 2 = n}

/-- The site-occupation functional: the infimum of the energy over normalised real singlets with a
mean number `n` of electrons on site 1. -/
def siteFunctional (t U n : ℝ) : ℝ := sInf (energy t U '' admissible n)

/-- The energy is the repulsion of the doubly occupied configurations plus the hopping term. -/
theorem energy_eq (t U : ℝ) (v : Fin 3 → ℝ) :
    energy t U v =
      U * (v 0 ^ 2 + v 1 ^ 2) - 2 * Real.sqrt 2 * t * v 2 * (v 0 + v 1) := by
  simp [energy, dimerH, Matrix.mulVec, dotProduct, Fin.sum_univ_three]
  ring

/-- For `t ≥ 0` and `U ≥ 0`, every normalised real singlet with a mean number `n` of electrons on
site 1 has energy at least `U |n - 1| - 2 t`. -/
theorem energy_lower_bound {t U n : ℝ} (ht : 0 ≤ t) (hU : 0 ≤ U) {v : Fin 3 → ℝ}
    (hv : v ∈ admissible n) : U * |n - 1| - 2 * t ≤ energy t U v := by
  obtain ⟨h1, h2⟩ := hv
  have hs : Real.sqrt 2 ^ 2 = 2 := Real.sq_sqrt (by norm_num)
  -- the hopping term is bounded by completing two squares
  have key : (v 0 - Real.sqrt 2 * v 2 / 2) ^ 2 + (v 1 - Real.sqrt 2 * v 2 / 2) ^ 2
      = 1 - Real.sqrt 2 * v 2 * (v 0 + v 1) := by
    linear_combination h1 + v 2 ^ 2 / 2 * hs
  have hop : Real.sqrt 2 * v 2 * (v 0 + v 1) ≤ 1 := by
    linarith [sq_nonneg (v 0 - Real.sqrt 2 * v 2 / 2),
      sq_nonneg (v 1 - Real.sqrt 2 * v 2 / 2)]
  -- a charge imbalance requires at least that much double occupancy
  have hocc : |n - 1| ≤ v 0 ^ 2 + v 1 ^ 2 :=
    abs_le.mpr ⟨by linarith [sq_nonneg (v 0)], by linarith [sq_nonneg (v 1)]⟩
  have a := mul_le_mul_of_nonneg_left hocc hU
  have b := mul_le_mul_of_nonneg_left hop ht
  rw [energy_eq]
  nlinarith [a, b]

/-- Each occupation in `[0, 2]` is realised by a real singlet whose double occupancy is `|n - 1|`
and whose amplitudes satisfy `0 ≤ v 2 * (v 0 + v 1)`. -/
theorem exists_trial_state {n : ℝ} (h0 : 0 ≤ n) (h2 : n ≤ 2) :
    ∃ v ∈ admissible n, v 0 ^ 2 + v 1 ^ 2 = |n - 1| ∧ 0 ≤ v 2 * (v 0 + v 1) := by
  rcases le_total 1 n with h | h
  · have a : Real.sqrt (n - 1) ^ 2 = n - 1 := Real.sq_sqrt (by linarith)
    have b : Real.sqrt (2 - n) ^ 2 = 2 - n := Real.sq_sqrt (by linarith)
    refine ⟨![Real.sqrt (n - 1), 0, Real.sqrt (2 - n)], ⟨?_, ?_⟩, ?_, ?_⟩
    · show Real.sqrt (n - 1) ^ 2 + (0 : ℝ) ^ 2 + Real.sqrt (2 - n) ^ 2 = 1
      rw [a, b]; ring
    · show 2 * Real.sqrt (n - 1) ^ 2 + Real.sqrt (2 - n) ^ 2 = n
      rw [a, b]; ring
    · show Real.sqrt (n - 1) ^ 2 + (0 : ℝ) ^ 2 = |n - 1|
      rw [a, abs_of_nonneg (by linarith)]; ring
    · show 0 ≤ Real.sqrt (2 - n) * (Real.sqrt (n - 1) + 0)
      positivity
  · have a : Real.sqrt (1 - n) ^ 2 = 1 - n := Real.sq_sqrt (by linarith)
    have b : Real.sqrt n ^ 2 = n := Real.sq_sqrt h0
    refine ⟨![0, Real.sqrt (1 - n), Real.sqrt n], ⟨?_, ?_⟩, ?_, ?_⟩
    · show (0 : ℝ) ^ 2 + Real.sqrt (1 - n) ^ 2 + Real.sqrt n ^ 2 = 1
      rw [a, b]; ring
    · show 2 * (0 : ℝ) ^ 2 + Real.sqrt n ^ 2 = n
      rw [b]; ring
    · show (0 : ℝ) ^ 2 + Real.sqrt (1 - n) ^ 2 = |n - 1|
      rw [a, abs_of_nonpos (by linarith)]; ring
    · show 0 ≤ Real.sqrt n * (0 + Real.sqrt (1 - n))
      positivity

/-- For every occupation in `[0, 2]` the constrained energy minimum is attained, and its
value is the site-occupation functional. -/
theorem siteFunctional_isLeast (t U : ℝ) {n : ℝ} (h0 : 0 ≤ n) (h2 : n ≤ 2) :
    IsLeast (energy t U '' admissible n) (siteFunctional t U n) := by
  -- the constrained set is closed and lies in a cube
  have hc : IsCompact (admissible n) := by
    refine (isCompact_Icc (a := fun _ : Fin 3 => (-1 : ℝ))
      (b := fun _ => (1 : ℝ))).of_isClosed_subset ?_ ?_
    · have c1 : IsClosed {v : Fin 3 → ℝ | v 0 ^ 2 + v 1 ^ 2 + v 2 ^ 2 = 1} :=
        isClosed_eq (by fun_prop) (by fun_prop)
      have c2 : IsClosed {v : Fin 3 → ℝ | 2 * v 0 ^ 2 + v 2 ^ 2 = n} :=
        isClosed_eq (by fun_prop) (by fun_prop)
      exact c1.inter c2
    · rintro v ⟨h1, _⟩
      have hb : ∀ i, v i ^ 2 ≤ 1 := by
        intro i
        have h : v i ^ 2 ≤ ∑ j, v j ^ 2 :=
          Finset.single_le_sum (f := fun j => v j ^ 2)
            (fun j _ => sq_nonneg (v j)) (Finset.mem_univ i)
        rw [Fin.sum_univ_three] at h
        linarith
      refine ⟨fun i => ?_, fun i => ?_⟩
      · show (-1 : ℝ) ≤ v i
        nlinarith [hb i]
      · show v i ≤ (1 : ℝ)
        nlinarith [hb i]
  have hcont : Continuous (energy t U) := by
    rw [funext (energy_eq t U)]
    fun_prop
  obtain ⟨v, hv, _⟩ := exists_trial_state h0 h2
  exact (hc.image hcont).isLeast_sInf ⟨_, v, hv, rfl⟩

/-- For `t ≥ 0` and `U ≥ 0`, the constrained energy minimum of the Hubbard dimer exists for each
occupation `n` in `[0, 2]` and lies between `U |n - 1| - 2 t` and `U |n - 1|`. -/
theorem siteFunctional_bounds {t U n : ℝ} (ht : 0 ≤ t) (hU : 0 ≤ U)
    (h0 : 0 ≤ n) (h2 : n ≤ 2) :
    IsLeast (energy t U '' admissible n) (siteFunctional t U n) ∧
      U * |n - 1| - 2 * t ≤ siteFunctional t U n ∧
      siteFunctional t U n ≤ U * |n - 1| := by
  have hF := siteFunctional_isLeast t U h0 h2
  refine ⟨hF, ?_, ?_⟩
  · obtain ⟨v, hv, hE⟩ := hF.1
    rw [← hE]
    exact energy_lower_bound ht hU hv
  · obtain ⟨v, hv, hd, hz⟩ := exists_trial_state h0 h2
    refine (hF.2 ⟨v, hv, rfl⟩).trans ?_
    rw [energy_eq, hd]
    have : 0 ≤ 2 * Real.sqrt 2 * t * (v 2 * (v 0 + v 1)) := by positivity
    linarith

/-- At fixed hopping `t ≥ 0` and fixed occupation `n` in `[0, 2]`, the functional divided by `U`
tends to `|n - 1|` as `U` tends to infinity. -/
theorem strong_coupling_limit {t n : ℝ} (ht : 0 ≤ t) (h0 : 0 ≤ n) (h2 : n ≤ 2) :
    Tendsto (fun U => siteFunctional t U n / U) atTop (𝓝 |n - 1|) := by
  have h : Tendsto (fun U : ℝ => 2 * t / U) atTop (𝓝 0) :=
    tendsto_const_nhds.div_atTop tendsto_id
  have hl := (tendsto_const_nhds (x := |n - 1|)).sub h
  rw [sub_zero] at hl
  refine tendsto_of_tendsto_of_tendsto_of_le_of_le' hl tendsto_const_nhds ?_ ?_
  · filter_upwards [eventually_gt_atTop (0 : ℝ)] with U hU
    rw [le_div_iff₀ hU, sub_mul, div_mul_cancel₀ _ hU.ne']
    linarith [(siteFunctional_bounds ht hU.le h0 h2).2.1]
  · filter_upwards [eventually_gt_atTop (0 : ℝ)] with U hU
    rw [div_le_iff₀ hU]
    linarith [(siteFunctional_bounds ht hU.le h0 h2).2.2]

/-- For `t ≥ 0`, `U ≥ 0` and `0 < d ≤ 1`, the chord slope of the functional over a distance `d` to
the right of `n = 1` minus that to the left is at least `2 U - 4 t / d`. -/
theorem slope_jump {t U d : ℝ} (ht : 0 ≤ t) (hU : 0 ≤ U) (hd : 0 < d) (hd1 : d ≤ 1) :
    2 * U - 4 * t / d ≤
      (siteFunctional t U (1 + d) - siteFunctional t U 1) / d -
        (siteFunctional t U 1 - siteFunctional t U (1 - d)) / d := by
  have hr := (siteFunctional_bounds (n := 1 + d) ht hU (by linarith) (by linarith)).2.1
  have hl := (siteFunctional_bounds (n := 1 - d) ht hU (by linarith) (by linarith)).2.1
  have hm := (siteFunctional_bounds (n := 1) ht hU (by norm_num) (by norm_num)).2.2
  rw [show 1 + d - 1 = d by ring, abs_of_pos hd] at hr
  rw [show 1 - d - 1 = -d by ring, abs_neg, abs_of_pos hd] at hl
  rw [sub_self, abs_zero, mul_zero] at hm
  rw [← sub_div, le_div_iff₀ hd, sub_mul, div_mul_cancel₀ _ hd.ne']
  linarith

/-- For `t ≥ 0`, the lower bound is attained without interaction at `n = 1`, where the functional
equals `-2 t`. -/
theorem lower_bound_sharp {t : ℝ} (ht : 0 ≤ t) : siteFunctional t 0 1 = -2 * t := by
  have hs : Real.sqrt 2 ^ 2 = 2 := Real.sq_sqrt (by norm_num)
  have hF := siteFunctional_bounds (n := 1) ht le_rfl (by norm_num) (by norm_num)
  -- the bonding state, with both electrons in the symmetric orbital
  have hv : ![1 / 2, 1 / 2, Real.sqrt 2 / 2] ∈ admissible 1 := by
    constructor
    · show (1 / 2 : ℝ) ^ 2 + (1 / 2) ^ 2 + (Real.sqrt 2 / 2) ^ 2 = 1
      linear_combination hs / 4
    · show 2 * (1 / 2 : ℝ) ^ 2 + (Real.sqrt 2 / 2) ^ 2 = 1
      linear_combination hs / 4
  have hE : energy t 0 ![1 / 2, 1 / 2, Real.sqrt 2 / 2] = -2 * t := by
    rw [energy_eq]
    show 0 * ((1 / 2 : ℝ) ^ 2 + (1 / 2) ^ 2)
      - 2 * Real.sqrt 2 * t * (Real.sqrt 2 / 2) * (1 / 2 + 1 / 2) = -2 * t
    linear_combination (-t) * hs
  have hle := hF.1.2 ⟨_, hv, rfl⟩
  rw [hE] at hle
  linarith [hF.2.1]

/-- The upper bound is attained when both electrons sit on site 1, where the functional
equals `U`. -/
theorem upper_bound_sharp (t U : ℝ) : siteFunctional t U 2 = U := by
  obtain ⟨v, ⟨h1, h2⟩, hE⟩ :=
    (siteFunctional_isLeast t U (n := 2) (by norm_num) le_rfl).1
  have hz2 : v 2 ^ 2 = 0 := by
    linarith [sq_nonneg (v 1), sq_nonneg (v 2)]
  have hz : v 2 = 0 := (pow_eq_zero_iff two_ne_zero).mp hz2
  rw [← hE, energy_eq, hz]
  rw [hz] at h1
  linear_combination U * h1

end

end HubbardDimerKink
```

```lean
#print axioms HubbardDimerKink.siteFunctional_bounds
#print axioms HubbardDimerKink.strong_coupling_limit
#print axioms HubbardDimerKink.lower_bound_sharp
#print axioms HubbardDimerKink.upper_bound_sharp
```

```
'HubbardDimerKink.siteFunctional_bounds' depends on axioms: [propext, Classical.choice, Quot.sound]
'HubbardDimerKink.strong_coupling_limit' depends on axioms: [propext, Classical.choice, Quot.sound]
'HubbardDimerKink.lower_bound_sharp' depends on axioms: [propext, Classical.choice, Quot.sound]
'HubbardDimerKink.upper_bound_sharp' depends on axioms: [propext, Classical.choice, Quot.sound]
```

## How the proof follows the derivation

`energy_eq` expands the matrix product; `ring` collects the terms.

In `energy_lower_bound`, `key` is the completed-square identity. `linear_combination` derives it from normalisation and \((\sqrt2)^2=2\). The steps `hop` and `hocc` bound the hopping term and the imbalance. They are multiplied by \(t\) and \(U\), which is where the signs of these parameters enter, and `nlinarith` combines the results.

`exists_trial_state` splits at \(n=1\) and checks the two trial states. `siteFunctional_isLeast` places the admissible set inside the cube \([-1,1]^3\), shows that it is closed, and applies the extreme-value argument; it needs no sign condition on \(t\) or \(U\).

`siteFunctional_bounds` applies the lower bound to a minimiser and compares the minimum with the trial state.

`strong_coupling_limit` squeezes \(F(n)/U\) between the two divided bounds. `slope_jump` uses the lower bound at \(1\pm d\) and the upper bound at 1, then clears the denominator.

`lower_bound_sharp` evaluates the bonding state and matches it with the general lower bound. `upper_bound_sharp` takes a minimiser at \(n=2\), deduces \(z=0\) from the constraints, and obtains the energy \(U\) from normalisation.
